# Composite inversion pulse Rx(t) Ry(2t) Rx(t): closed form and sin⁴ e error

Setting a tolerance on the drive amplitude of an inversion pulse means computing the population that a miscalibrated pulse leaves unflipped. For a spin one-half under ideal resonant pulses whose flip angles share one scale error, the nominal 90° becomes t = π/2 + e, where e, in radians, is π/2 times the relative amplitude error. Starting from a σz eigenstate, the plain pulse Rx(2t) then leaves sin² e behind and the sequence Rx(t) Ry(2t) Rx(t) leaves sin⁴ e ≤ e⁴, so |e| ≤ 0.1 keeps the composite error at or below 10⁻⁴.

## Model and conventions

```lean
import Mathlib

open Complex
open scoped Real

namespace CompositeInversionPulse

noncomputable section

variable {n : Type*} [Fintype n] [DecidableEq n]
```

A pulse of flip angle θ with generator A, a complex square matrix of any finite size, is

R_A(θ) = cos(θ/2)·1 − i sin(θ/2)·A.

```lean
/-- The pulse of flip angle `θ` with generator `A`: `cos(θ/2) 1 - i sin(θ/2) A`. -/
def rot (A : Matrix n n ℂ) (θ : ℝ) : Matrix n n ℂ :=
  (Real.cos (θ / 2) : ℂ) • (1 : Matrix n n ℂ) - (I * (Real.sin (θ / 2) : ℂ)) • A
```

The Pauli matrices are in the standard representation, so the indices 0 and 1 label the σz eigenstates. A transverse axis of phase φ has generator σφ = cos φ σx + sin φ σy, which is the spin component along that axis in units of ħ/2.

```lean
/-- The Pauli matrix `σx`. -/
def sigmaX : Matrix (Fin 2) (Fin 2) ℂ := !![0, 1; 1, 0]

/-- The Pauli matrix `σy`. -/
def sigmaY : Matrix (Fin 2) (Fin 2) ℂ := !![0, -I; I, 0]

/-- The spin operator along the transverse axis of phase `φ`: `cos φ σx + sin φ σy`. -/
def sigmaPhi (φ : ℝ) : Matrix (Fin 2) (Fin 2) ℂ :=
  (Real.cos φ : ℂ) • sigmaX + (Real.sin φ : ℂ) • sigmaY

/-- The pulse of flip angle `θ` about the x axis. -/
def Rx (θ : ℝ) : Matrix (Fin 2) (Fin 2) ℂ := rot sigmaX θ

/-- The pulse of flip angle `θ` about the y axis. -/
def Ry (θ : ℝ) : Matrix (Fin 2) (Fin 2) ℂ := rot sigmaY θ
```

In a product the rightmost pulse acts first; both sequences read the same in either direction. The single parameter t fixes the angles t, 2t, t, which encodes the common amplitude error. Detuning, relaxation, phase errors of the outer pulses and independent angle errors are not modelled.

```lean
/-- The composite pulse `Rx(t) Ry(2t) Rx(t)`. -/
def composite (t : ℝ) : Matrix (Fin 2) (Fin 2) ℂ := Rx t * Ry (2 * t) * Rx t

/-- The sequence `Rx(t) Rφ(2t) Rx(t)` whose middle pulse is about the transverse axis of
phase `φ`. -/
def phasedComposite (φ t : ℝ) : Matrix (Fin 2) (Fin 2) ℂ :=
  Rx t * rot (sigmaPhi φ) (2 * t) * Rx t
```

The number `transProb U j k` is |U_jk|², read as the probability of going from state k to state j.

```lean
/-- The probability `|U j k|²` of finding the spin in basis state `j` after the propagator `U`
acts on basis state `k`. -/
def transProb (U : Matrix (Fin 2) (Fin 2) ℂ) (j k : Fin 2) : ℝ := normSq (U j k)
```

## (a) Equation of motion

Task. For A² = 1, show that R_A(0) = 1 and dR_A/dθ = −(i/2) A R_A. With H = (ħω/2) A and θ = ωτ this is the Schrödinger equation for the propagator in the time τ.

Solution. Write c = cos(θ/2), s = sin(θ/2). At θ = 0, c = 1 and s = 0. Differentiating, and using A² = 1 in the product,

dR_A/dθ = −(s/2)·1 − (i c/2)·A,

A R_A = c·A − i s·1.

Multiplying the second line by −i/2 gives the first. In Lean the derivative is taken entry by entry: `hc` and `hs` differentiate the half-angle functions, `hm` is the product, and `I_mul_I` supplies i² = −1. Without A² = 1 the claim fails: A = 0 gives cos(θ/2)·1, which is not constant.

```lean
/-- For `A² = 1` the pulse starts at the identity and obeys `dR/dθ = -(i/2) A R`,
entry by entry. -/
theorem rot_schrodinger {A : Matrix n n ℂ} (hA : A * A = 1) :
    rot A 0 = 1 ∧ ∀ (θ : ℝ) (i j : n),
      HasDerivAt (fun s : ℝ => rot A s i j)
        (((-(I / 2)) • (A * rot A θ) : Matrix n n ℂ) i j) θ := by
  refine ⟨by simp [rot], fun θ i j => ?_⟩
  have hc : HasDerivAt (fun s : ℝ => ((Real.cos (s / 2) : ℝ) : ℂ))
      ((-Real.sin (θ / 2) * (1 / 2) : ℝ) : ℂ) θ :=
    ((hasDerivAt_id' θ).div_const 2).cos.ofReal_comp
  have hs : HasDerivAt (fun s : ℝ => ((Real.sin (s / 2) : ℝ) : ℂ))
      ((Real.cos (θ / 2) * (1 / 2) : ℝ) : ℂ) θ :=
    ((hasDerivAt_id' θ).div_const 2).sin.ofReal_comp
  -- `A² = 1` closes the product `A R` on the span of `1` and `A`
  have hm : A * rot A θ = (Real.cos (θ / 2) : ℂ) • A
      - (I * (Real.sin (θ / 2) : ℂ)) • (1 : Matrix n n ℂ) := by
    simp only [rot, Matrix.mul_sub, Matrix.mul_smul, Matrix.mul_one, hA]
  have hf : (fun s : ℝ => rot A s i j) = fun s : ℝ =>
      (Real.cos (s / 2) : ℂ) * (1 : Matrix n n ℂ) i j
        - I * (Real.sin (s / 2) : ℂ) * A i j := by
    funext s
    simp only [rot, Matrix.sub_apply, Matrix.smul_apply, smul_eq_mul]
  have hd := (hc.mul_const ((1 : Matrix n n ℂ) i j)).fun_sub
    ((hs.const_mul I).mul_const (A i j))
  rw [hf, hm]
  refine hd.congr_deriv ?_
  simp only [Matrix.smul_apply, Matrix.sub_apply, smul_eq_mul, ofReal_mul, ofReal_neg,
    ofReal_div, ofReal_one, ofReal_ofNat]
  linear_combination (-((Real.sin (θ / 2) : ℂ) * (1 : Matrix n n ℂ) i j / 2)) * I_mul_I
```

## (b) Angles add

Task. For A² = 1, show R_A(a) R_A(b) = R_A(a + b).

Solution. With c, s for a/2 and c′, s′ for b/2,

(c − i s A)(c′ − i s′ A) = (c c′ − s s′)·1 − i (s c′ + c s′)·A.

The brackets are cos((a + b)/2) and sin((a + b)/2). The identity `key` is this expansion for arbitrary complex coefficients, closed by comparing the coefficients of 1 and A with `match_scalars`.

```lean
/-- For `A² = 1`, flip angles of successive pulses with the same generator add. -/
theorem rot_mul_rot {A : Matrix n n ℂ} (hA : A * A = 1) (a b : ℝ) :
    rot A a * rot A b = rot A (a + b) := by
  have key : ∀ c s c' s' : ℂ,
      (c • (1 : Matrix n n ℂ) - (I * s) • A) * (c' • (1 : Matrix n n ℂ) - (I * s') • A)
        = (c * c' - s * s') • (1 : Matrix n n ℂ) - (I * (s * c' + c * s')) • A := by
    intro c s c' s'
    simp only [Matrix.sub_mul, Matrix.mul_sub, Matrix.smul_mul, Matrix.mul_smul,
      Matrix.one_mul, Matrix.mul_one, hA]
    match_scalars
    all_goals first
      | ring1
      | linear_combination (s * s') * I_mul_I
  unfold rot
  rw [key, add_div a b 2, Real.cos_add, Real.sin_add]
  simp only [ofReal_sub, ofReal_mul, ofReal_add]
```

## (c) Sandwich of an anticommuting operator

Task. For A² = 1 and AB = −BA, show R_A(a) B R_A(a) = B.

Solution. With c = cos(a/2), s = sin(a/2),

(c − i s A) B (c − i s A) = c² B − i c s (AB + BA) − s² ABA.

The middle term vanishes, and ABA = −BAA = −B, which leaves (c² + s²) B = B. Both outer factors are R_A(a) itself, neither is an adjoint. In Lean `hBAA` is BAA = B and `h1` is c² + s² = 1.

```lean
/-- If `A² = 1` and `B` anticommutes with `A`, two equal pulses with generator `A` on either
side of `B` cancel. -/
theorem rot_sandwich {A B : Matrix n n ℂ} (hA : A * A = 1) (hAB : A * B = -(B * A)) (a : ℝ) :
    rot A a * B * rot A a = B := by
  have hBAA : B * A * A = B := by rw [Matrix.mul_assoc, hA, Matrix.mul_one]
  have key : ∀ c s : ℂ,
      (c • (1 : Matrix n n ℂ) - (I * s) • A) * B * (c • (1 : Matrix n n ℂ) - (I * s) • A)
        = (c ^ 2 + s ^ 2) • B := by
    intro c s
    -- the cross terms `A B` and `B A` cancel, and `A B A = -B`
    simp only [Matrix.sub_mul, Matrix.mul_sub, Matrix.smul_mul, Matrix.mul_smul,
      Matrix.one_mul, Matrix.mul_one, Matrix.neg_mul, hAB, hBAA]
    match_scalars
    all_goals first
      | ring1
      | linear_combination (-(s * s)) * I_mul_I
  have h1 : ((Real.cos (a / 2) : ℝ) : ℂ) ^ 2 + ((Real.sin (a / 2) : ℝ) : ℂ) ^ 2 = 1 := by
    rw [← ofReal_pow, ← ofReal_pow, ← ofReal_add, Real.cos_sq_add_sin_sq, ofReal_one]
  unfold rot
  rw [key, h1, one_smul]
```

## (d) Three pulses

Task. Under the same hypotheses, show

R_A(a) R_B(b) R_A(a) = cos(b/2) R_A(2a) − i sin(b/2) B.

Solution. Insert the definition of R_B(b). The identity term gives cos(b/2) R_A(a) R_A(a), which is cos(b/2) R_A(2a) by (b), and the B term gives −i sin(b/2) B by (c). The two `calc` steps are the expansion and these two substitutions. Neither B² = 1 nor Hermiticity is assumed. Anticommutation is needed: for A = B = σx, a = π/2, b = π the left side is Rx(2π) = −1 and the right side is −iσx.

```lean
/-- If `A² = 1` and `B` anticommutes with `A`, then
`R_A(a) R_B(b) R_A(a) = cos(b/2) R_A(2a) - i sin(b/2) B`. -/
theorem rot_three_pulse {A B : Matrix n n ℂ} (hA : A * A = 1) (hAB : A * B = -(B * A))
    (a b : ℝ) :
    rot A a * rot B b * rot A a
      = (Real.cos (b / 2) : ℂ) • rot A (2 * a) - (I * (Real.sin (b / 2) : ℂ)) • B := by
  have hB : rot B b = (Real.cos (b / 2) : ℂ) • (1 : Matrix n n ℂ)
      - (I * (Real.sin (b / 2) : ℂ)) • B := rfl
  calc rot A a * rot B b * rot A a
      = (Real.cos (b / 2) : ℂ) • (rot A a * rot A a)
        - (I * (Real.sin (b / 2) : ℂ)) • (rot A a * B * rot A a) := by
        rw [hB]
        simp only [Matrix.mul_sub, Matrix.sub_mul, Matrix.mul_smul, Matrix.smul_mul,
          Matrix.mul_one]
    _ = _ := by rw [rot_mul_rot hA, rot_sandwich hA hAB, two_mul a]
```

## (e) The Pauli relations

Task. Show σx² = 1, σy² = 1 and σxσy = −σyσx.

Solution. Direct multiplication gives both squares, and

σxσy = diag(i, −i), σyσx = diag(−i, i).

Lean checks the four entries of each equation.

```lean
/-- The Pauli matrices `σx` and `σy` square to one and anticommute. -/
theorem pauli_witness :
    sigmaX * sigmaX = 1 ∧ sigmaY * sigmaY = 1 ∧ sigmaX * sigmaY = -(sigmaY * sigmaX) := by
  refine ⟨?_, ?_, ?_⟩ <;> ext i j <;> fin_cases i <;> fin_cases j <;>
    simp [sigmaX, sigmaY, Matrix.mul_apply, Fin.sum_univ_succ]
```

## (f) Closed form

Task. For every real t, show

Rx(t) Ry(2t) Rx(t) = cos² t·1 − i cos t sin t σx − i sin t σy.

Solution. Take A = σx, B = σy, a = t, b = 2t in (d), as (e) allows. The result is cos t·Rx(2t) − i sin t σy, and Rx(2t) = cos t·1 − i sin t σx. The tactic `module` collects the three terms.

```lean
/-- Closed form of the composite pulse:
`Rx(t) Ry(2t) Rx(t) = cos² t 1 - i cos t sin t σx - i sin t σy`. -/
theorem composite_eq (t : ℝ) :
    composite t = ((Real.cos t : ℂ) ^ 2) • (1 : Matrix (Fin 2) (Fin 2) ℂ)
      - (I * (Real.cos t : ℂ) * (Real.sin t : ℂ)) • sigmaX
      - (I * (Real.sin t : ℂ)) • sigmaY := by
  have h : 2 * t / 2 = t := by ring
  unfold composite Rx Ry
  rw [rot_three_pulse pauli_witness.1 pauli_witness.2.2]
  simp only [rot, h]
  module
```

## (g) Non-flip probabilities

Task. For t = π/2 + e and either basis state k, show |U_kk|² = sin⁴ e for the composite pulse and sin² e for Rx(2t).

Solution. Both σx and σy have zero diagonal, so the diagonal entries are cos² t (`hcomp`) and cos t (`hplain`). Since cos(π/2 + e) = −sin e (`hc`), their squared moduli are sin⁴ e and sin² e.

```lean
/-- For `t = π/2 + e` the probability of staying in either basis state is `sin⁴ e` for the
composite pulse and `sin² e` for the plain pulse `Rx(2t)`. -/
theorem nonflip_prob (e : ℝ) (k : Fin 2) :
    transProb (composite (π / 2 + e)) k k = Real.sin e ^ 4 ∧
      transProb (Rx (2 * (π / 2 + e))) k k = Real.sin e ^ 2 := by
  -- diagonal amplitudes: `cos² t` and `cos t`
  have hcomp : ∀ (t : ℝ) (l : Fin 2), composite t l l = ((Real.cos t : ℝ) : ℂ) ^ 2 := by
    intro t l
    rw [composite_eq]
    fin_cases l <;> simp [sigmaX, sigmaY]
  have hplain : ∀ (t : ℝ) (l : Fin 2), Rx (2 * t) l l = ((Real.cos t : ℝ) : ℂ) := by
    intro t l
    have h : 2 * t / 2 = t := by ring
    simp only [Rx, rot, h]
    fin_cases l <;> simp [sigmaX]
  have hc : Real.cos (π / 2 + e) = -Real.sin e := by simp [Real.cos_add]
  unfold transProb
  rw [hcomp, hplain, map_pow, normSq_ofReal, hc]
  constructor <;> ring
```

## (h) Flip probability

Task. Show that both off-diagonal probabilities of the composite pulse equal 1 − sin⁴ e.

Solution. With c = cos t, s = sin t, part (f) gives

U₁₀ = s − i c s, U₀₁ = −s − i c s,

|U₁₀|² = |U₀₁|² = s² + c² s² = (1 − c²)(1 + c²) = 1 − c⁴.

Here c⁴ = sin⁴ e. `key` evaluates both squared moduli as s² + c² s², and the closing `linear_combination` multiplies s² + sin² e = 1 by 1 + sin² e. With (g), each column of probabilities sums to one.

```lean
/-- For `t = π/2 + e` the composite pulse flips either basis state with probability
`1 - sin⁴ e`. -/
theorem flip_prob (e : ℝ) :
    transProb (composite (π / 2 + e)) 1 0 = 1 - Real.sin e ^ 4 ∧
      transProb (composite (π / 2 + e)) 0 1 = 1 - Real.sin e ^ 4 := by
  have key : ∀ c s : ℝ,
      transProb (((c : ℂ) ^ 2) • (1 : Matrix (Fin 2) (Fin 2) ℂ)
        - (I * (c : ℂ) * (s : ℂ)) • sigmaX - (I * (s : ℂ)) • sigmaY) 1 0
          = s ^ 2 + c ^ 2 * s ^ 2 ∧
      transProb (((c : ℂ) ^ 2) • (1 : Matrix (Fin 2) (Fin 2) ℂ)
        - (I * (c : ℂ) * (s : ℂ)) • sigmaX - (I * (s : ℂ)) • sigmaY) 0 1
          = s ^ 2 + c ^ 2 * s ^ 2 := by
    intro c s
    constructor <;> simp [transProb, sigmaX, sigmaY, normSq_apply] <;> ring
  have hc : Real.cos (π / 2 + e) = -Real.sin e := by simp [Real.cos_add]
  have hs := Real.sin_sq_add_cos_sq (π / 2 + e)
  rw [composite_eq, (key _ _).1, (key _ _).2]
  rw [hc] at hs ⊢
  constructor <;> linear_combination (1 + Real.sin e ^ 2) * hs
```

## (i) Comparison

Task. Show that the composite non-flip probability is at most the plain one, with equality exactly when sin e = 0 or cos e = 0, and that it is at most e⁴.

Solution. By (g) the difference is

sin² e − sin⁴ e = (sin e cos e)²,

which is `hd`. A square is non-negative and vanishes exactly when one factor does. Squaring sin² e ≤ e² gives sin⁴ e ≤ e⁴. All three claims hold for every real e, small or not.

```lean
/-- For `t = π/2 + e` the non-flip probability of the composite pulse is at most that of the
plain pulse, with equality exactly when `sin e = 0` or `cos e = 0`, and it is at most `e⁴`. -/
theorem composite_le_plain (e : ℝ) (k : Fin 2) :
    transProb (composite (π / 2 + e)) k k ≤ transProb (Rx (2 * (π / 2 + e))) k k ∧
      (transProb (composite (π / 2 + e)) k k = transProb (Rx (2 * (π / 2 + e))) k k ↔
        Real.sin e = 0 ∨ Real.cos e = 0) ∧
      transProb (composite (π / 2 + e)) k k ≤ e ^ 4 := by
  rw [(nonflip_prob e k).1, (nonflip_prob e k).2]
  -- the gain is `(sin e cos e)²`
  have hd : Real.sin e ^ 2 - Real.sin e ^ 4 = (Real.sin e * Real.cos e) ^ 2 := by
    linear_combination (-(Real.sin e ^ 2)) * Real.sin_sq_add_cos_sq e
  have hpos := sq_nonneg (Real.sin e * Real.cos e)
  refine ⟨by linarith, ⟨fun h => ?_, fun h => ?_⟩, ?_⟩
  · have h0 : (Real.sin e * Real.cos e) ^ 2 = 0 := by linarith
    exact mul_eq_zero.mp ((pow_eq_zero_iff two_ne_zero).mp h0)
  · have h0 : (Real.sin e * Real.cos e) ^ 2 = 0 := by
      rcases h with h | h <;> simp [h]
    linarith
  · have h : Real.sin e ^ 2 ≤ e ^ 2 := by apply Real.sin_sq_le_sq
    calc Real.sin e ^ 4 = (Real.sin e ^ 2) ^ 2 := by ring
      _ ≤ (e ^ 2) ^ 2 := pow_le_pow_left₀ (sq_nonneg _) h 2
      _ = e ^ 4 := by ring
```

## (j) Middle pulse of phase φ

Task. Show

Rx(t) Rφ(2t) Rx(t) = (cos² t − sin² t cos φ)·1 − i cos t sin t (1 + cos φ) σx − i sin t sin φ σy.

Solution. Put c = cos t, s = sin t, p = cos φ, q = sin φ, so that Rφ(2t) = c·1 − i s (p σx + q σy). The three terms are sandwiched separately:

Rx(t) Rx(t) = c·1 − i s σx,

Rx(t) σy Rx(t) = σy,

Rx(t) σx Rx(t) = σx Rx(2t) = c σx − i s·1.

These are `h1` from (b), `h2` from (c), and `h3`, which uses that σx commutes with Rx(t) (`hcomm`). The sum is

c (c − i s σx) − i s p (c σx − i s) − i s q σy,

with identity coefficient c² − s² p and σx coefficient −i c s (1 + p). Lean replaces the four trigonometric values by free symbols and matches coefficients.

```lean
/-- Closed form for a middle pulse of phase `φ`: `Rx(t) Rφ(2t) Rx(t)` equals
`(cos² t - sin² t cos φ) 1 - i cos t sin t (1 + cos φ) σx - i sin t sin φ σy`. -/
theorem phasedComposite_eq (φ t : ℝ) :
    phasedComposite φ t
      = ((Real.cos t : ℂ) ^ 2 - (Real.sin t : ℂ) ^ 2 * (Real.cos φ : ℂ))
          • (1 : Matrix (Fin 2) (Fin 2) ℂ)
        - (I * (Real.cos t : ℂ) * (Real.sin t : ℂ) * (1 + (Real.cos φ : ℂ))) • sigmaX
        - (I * (Real.sin t : ℂ) * (Real.sin φ : ℂ)) • sigmaY := by
  have h : 2 * t / 2 = t := by ring
  have hxx := pauli_witness.1
  have hcomm : Rx t * sigmaX = sigmaX * Rx t := by
    simp only [Rx, rot, Matrix.sub_mul, Matrix.mul_sub, Matrix.smul_mul, Matrix.mul_smul,
      Matrix.one_mul, Matrix.mul_one]
  have h1 : Rx t * Rx t = rot sigmaX (2 * t) := by
    rw [two_mul t]
    exact rot_mul_rot hxx t t
  -- the y component passes unchanged, the x component picks up the full pulse `Rx(2t)`
  have h2 : Rx t * sigmaY * Rx t = sigmaY := rot_sandwich hxx pauli_witness.2.2 t
  have h3 : Rx t * sigmaX * Rx t = (Real.cos t : ℂ) • sigmaX
      - (I * (Real.sin t : ℂ)) • (1 : Matrix (Fin 2) (Fin 2) ℂ) := by
    rw [hcomm, Matrix.mul_assoc, h1]
    simp only [rot, h, Matrix.mul_sub, Matrix.mul_smul, Matrix.mul_one, hxx]
  have hR : rot (sigmaPhi φ) (2 * t) = (Real.cos t : ℂ) • (1 : Matrix (Fin 2) (Fin 2) ℂ)
      - (I * (Real.sin t : ℂ)) • ((Real.cos φ : ℂ) • sigmaX + (Real.sin φ : ℂ) • sigmaY) := by
    simp only [rot, h, sigmaPhi]
  unfold phasedComposite
  rw [hR]
  simp only [Matrix.mul_sub, Matrix.sub_mul, Matrix.mul_add, Matrix.add_mul, Matrix.mul_smul,
    Matrix.smul_mul, Matrix.mul_one, h1, h2, h3]
  simp only [rot, h]
  generalize ((Real.cos t : ℝ) : ℂ) = c
  generalize ((Real.sin t : ℝ) : ℂ) = s
  generalize ((Real.cos φ : ℝ) : ℂ) = p
  generalize ((Real.sin φ : ℝ) : ℂ) = q
  match_scalars
  all_goals first
    | ring1
    | linear_combination (s ^ 2 * p) * I_mul_I
```

## (k) Which phases invert

Task. Show that the non-flip probability is (cos² t − sin² t cos φ)², and that at t = π/2 it vanishes exactly when cos φ = 0.

Solution. The diagonal entry in (j) is the real number cos² t − sin² t cos φ (`hd`), and `H` squares it. At t = π/2 the square is cos² φ. Within this family, a correctly calibrated sequence therefore leaves no population behind only when the middle pulse is along ±y.

The theorems concern populations of basis states; the phases of the flipped amplitudes still depend on e, so sin⁴ e is not a gate infidelity. For A² = 1, it is also true that R_A(θ) equals exp(−iθA/2), that it is the unique solution in (a), and that it is unitary if A is Hermitian as well; no theorem above establishes these facts.

```lean
/-- With a middle pulse of phase `φ` the non-flip probability is `(cos² t - sin² t cos φ)²`;
at `t = π/2` it vanishes exactly when `cos φ = 0`. -/
theorem phased_nonflip_prob (φ t : ℝ) (k : Fin 2) :
    transProb (phasedComposite φ t) k k
        = (Real.cos t ^ 2 - Real.sin t ^ 2 * Real.cos φ) ^ 2 ∧
      (transProb (phasedComposite φ (π / 2)) k k = 0 ↔ Real.cos φ = 0) := by
  have hd : ∀ (u : ℝ) (l : Fin 2), phasedComposite φ u l l
      = ((Real.cos u ^ 2 - Real.sin u ^ 2 * Real.cos φ : ℝ) : ℂ) := by
    intro u l
    rw [phasedComposite_eq]
    fin_cases l <;> simp [sigmaX, sigmaY]
  have H : ∀ u : ℝ, transProb (phasedComposite φ u) k k
      = (Real.cos u ^ 2 - Real.sin u ^ 2 * Real.cos φ) ^ 2 := by
    intro u
    unfold transProb
    rw [hd, normSq_ofReal]
    ring
  refine ⟨H t, ?_⟩
  rw [H]
  simp

end

end CompositeInversionPulse
```

```lean
#print axioms CompositeInversionPulse.composite_eq
#print axioms CompositeInversionPulse.flip_prob
#print axioms CompositeInversionPulse.composite_le_plain
#print axioms CompositeInversionPulse.phased_nonflip_prob
```

```
'CompositeInversionPulse.composite_eq' depends on axioms: [propext, Classical.choice, Quot.sound]
'CompositeInversionPulse.flip_prob' depends on axioms: [propext, Classical.choice, Quot.sound]
'CompositeInversionPulse.composite_le_plain' depends on axioms: [propext, Classical.choice, Quot.sound]
'CompositeInversionPulse.phased_nonflip_prob' depends on axioms: [propext, Classical.choice, Quot.sound]
```
